# A z-rotation matrix equals its adjoint only at multiples of π for integer l ≥ 1, and only at multiples of 2π for half-integer spin

Turn a p orbital by 180° about the z axis, once clockwise and once anticlockwise. Both turns bring it to the same place. A program that confuses an active rotation, which turns the state, with a passive one, which turns the axes, uses the angle $-t$ where $t$ was meant. A test with a half turn can't notice this for a p orbital. Which angles do reveal the mistake, and how large is the discrepancy?

## The discrepancy is the largest 2|sin(mt)|

Let a spin $j$ have magnetic quantum numbers $m=-j,-j+1,\dots,j$. In the basis of these states, a rotation by the real angle $t$ about the z axis has the Wigner matrix

$$D(t)=\mathrm{diag}\left(e^{-imt}\right).$$

Its adjoint $D(t)^\dagger$ is $D(-t)$, the matrix that the mistaken program uses. With $\|A\|$ the operator norm, the greatest length of $Ax$ over unit vectors $x$,

$$\|D(t)-D(t)^\dagger\|=\max_m 2|\sin(mt)|.$$

- For integer $j=l\ge 1$, the two matrices agree exactly when $t$ is a multiple of $\pi$. At $t=\pi/2$ they differ by norm 2.
- For half-integer $j$, they agree exactly when $t$ is a multiple of $2\pi$. At $t=\pi$ they already differ by norm 2.

The value 2 is the largest that the formula allows.

## Choosing the angle for a rotation test

Electronic-structure codes rotate orbital coefficients when they symmetrise a calculation or move between local frames, and for a single shell of integer $l\ge 1$ the result says that a half turn can't tell $D$ from $D^\dagger$, while a quarter turn can. A test suite built only from twofold axes and the identity would therefore pass with the wrong convention.

The norm describes the worst input vector, so the test vector matters too. At a quarter turn the components with odd $m$ change sign between the two conventions, and those with even $m$ agree. Comparing the full matrices, or the rotated coefficient of the state $m=1$ including its phase, shows the difference; the state $m=0$ does not. For the state $m=1$ alone the difference is a global sign, so the two results are the same physical state. A superposition of $m=0$ and $m=1$, with both coefficients nonzero, gives two physically different states.

## From phases to sines

**The adjoint.** The adjoint of a diagonal matrix has the conjugate entries. Since $m$ and $t$ are real,

$$\overline{e^{-imt}}=e^{imt}=e^{-im(-t)},$$

so $D(t)^\dagger=D(-t)$.

**The difference.** By Euler's formula, each diagonal entry of $D(t)-D(t)^\dagger$ is

$$e^{-imt}-e^{imt}=(\cos mt-i\sin mt)-(\cos mt+i\sin mt)=-2i\sin(mt).$$

**The norm.** Let a diagonal matrix $\Delta$ have entries $d_m$. For a unit vector $x$,

$$\|\Delta x\|^2=\sum_m |d_m|^2|x_m|^2\le \max_m|d_m|^2.$$

The basis vector of the largest entry attains the bound. Hence $\|\Delta\|=\max_m|d_m|$, and $|-2i\sin(mt)|=2|\sin(mt)|$ gives the formula.

**Integer spin.** The matrices agree exactly when $\sin(mt)=0$ for every $m$. If $l\ge1$, the state $m=1$ exists and requires $\sin t=0$, so $t=z\pi$ with $z$ an integer. Conversely, if $t=z\pi$, then $mt=(mz)\pi$ with $mz$ an integer, and every sine vanishes.

**Half-integer spin.** The state $m=1/2$ always exists and requires $\sin(t/2)=0$, so $t=2\pi z$. Conversely, $mt=(2m)z\pi$ at such an angle, and $2m$ is an integer.

**Norm 2.** No sine exceeds 1 in modulus, so the norm is at most 2. It equals 2 as soon as one $|\sin(mt)|$ is 1. At $t=\pi/2$ the state $m=1$ achieves this, and at $t=\pi$ the state $m=1/2$ does.

**Other bases.** For a unitary matrix $W$,

$$WDW^\dagger-(WDW^\dagger)^\dagger=W(D-D^\dagger)W^\dagger.$$

Multiplying by a unitary matrix on either side preserves the operator norm, so the discrepancy is the same in the new basis.

## The Lean file

```lean
import Mathlib

open Matrix
open scoped Matrix.Norms.L2Operator

namespace ActivePassiveRotation

noncomputable section

/-- The magnetic quantum number `m = k - j` of the `k`-th state of a spin `j = n / 2`,
with `k = 0, ..., n`. -/
def mNum (n : ℕ) (k : Fin (n + 1)) : ℝ := ((k : ℕ) : ℝ) - (n : ℝ) / 2

/-- The Wigner matrix `diag (exp (-i m t))` of a rotation by the angle `t` about the z axis,
for spin `j = n / 2`. -/
def zRotation (n : ℕ) (t : ℝ) : Matrix (Fin (n + 1)) (Fin (n + 1)) ℂ :=
  diagonal fun k => Complex.exp (((-(mNum n k * t) : ℝ) : ℂ) * Complex.I)

/-- The adjoint of a rotation matrix is the matrix of the rotation by the opposite angle. -/
theorem zRotation_adjoint (n : ℕ) (t : ℝ) : (zRotation n t)ᴴ = zRotation n (-t) := by
  rw [zRotation, zRotation, diagonal_conjTranspose]
  congr 1
  funext k
  change (starRingEnd ℂ) (Complex.exp _) = _
  rw [← Complex.exp_conj]
  congr 1
  simp

/-- The difference between a rotation matrix and its adjoint is diagonal, with entries
`-2 i sin (m t)`. -/
theorem zRotation_sub_adjoint (n : ℕ) (t : ℝ) :
    zRotation n t - (zRotation n t)ᴴ =
      diagonal fun k => ((-2 * Real.sin (mNum n k * t) : ℝ) : ℂ) * Complex.I := by
  rw [zRotation_adjoint, zRotation, zRotation, diagonal_sub]
  congr 1
  funext k
  -- Euler's formula for both exponentials
  rw [Complex.exp_mul_I, Complex.exp_mul_I]
  push_cast
  simp only [mul_neg, neg_neg, Complex.cos_neg, Complex.sin_neg]
  ring

/-- The maximum norm of a nonempty finite list of complex amplitudes is the largest of their moduli.
-/
theorem isGreatest_norm {n : ℕ} (v : Fin (n + 1) → ℂ) :
    IsGreatest (Set.range fun k => ‖v k‖) ‖v‖ := by
  obtain ⟨k₀, h₀⟩ := Finite.exists_max (fun k => ‖v k‖)
  refine ⟨⟨k₀, le_antisymm (norm_le_pi_norm v k₀) ?_⟩, ?_⟩
  · exact (pi_norm_le_iff_of_nonneg (norm_nonneg _)).2 h₀
  · rintro _ ⟨k, rfl⟩
    exact norm_le_pi_norm v k

/-- The operator norm of the difference between a rotation matrix and its adjoint is the
maximum of `2 |sin (m t)|` over the magnetic quantum numbers `m`. -/
theorem norm_sub_adjoint_isGreatest (n : ℕ) (t : ℝ) :
    IsGreatest (Set.range fun k => 2 * |Real.sin (mNum n k * t)|)
      ‖zRotation n t - (zRotation n t)ᴴ‖ := by
  have hk : ∀ k, ‖((-2 * Real.sin (mNum n k * t) : ℝ) : ℂ) * Complex.I‖ =
      2 * |Real.sin (mNum n k * t)| := by
    intro k
    rw [norm_mul, Complex.norm_I, mul_one, Complex.norm_real, Real.norm_eq_abs, abs_mul]
    norm_num
  rw [zRotation_sub_adjoint, Matrix.l2_opNorm_diagonal]
  have h := isGreatest_norm
    (fun k : Fin (n + 1) => ((-2 * Real.sin (mNum n k * t) : ℝ) : ℂ) * Complex.I)
  simpa only [hk] using h

/-- A rotation matrix equals its adjoint exactly when `sin (m t) = 0` for every magnetic
quantum number `m`. -/
theorem eq_adjoint_iff_sin (n : ℕ) (t : ℝ) :
    zRotation n t = (zRotation n t)ᴴ ↔ ∀ k, Real.sin (mNum n k * t) = 0 := by
  rw [← sub_eq_zero, zRotation_sub_adjoint]
  constructor
  · intro h k
    have hk := congrArg (fun M : Matrix (Fin (n + 1)) (Fin (n + 1)) ℂ => M k k) h
    simp only [Matrix.diagonal_apply_eq, Matrix.zero_apply] at hk
    rcases mul_eq_zero.1 hk with h1 | h1
    · have h2 := Complex.ofReal_eq_zero.1 h1
      linarith
    · exact absurd h1 Complex.I_ne_zero
  · intro h
    simp only [h, mul_zero, Complex.ofReal_zero, zero_mul]
    exact Matrix.diagonal_zero

/-- For integer `l ≥ 1`, the rotation matrix equals its adjoint exactly when the angle is a
multiple of `π`. -/
theorem eq_adjoint_iff_integer (l : ℕ) (hl : 1 ≤ l) (t : ℝ) :
    zRotation (2 * l) t = (zRotation (2 * l) t)ᴴ ↔ ∃ z : ℤ, t = z * Real.pi := by
  rw [eq_adjoint_iff_sin]
  constructor
  · intro h
    -- the component m = 1 already decides
    have h1 := h ⟨l + 1, by omega⟩
    have hm : mNum (2 * l) ⟨l + 1, by omega⟩ = 1 := by
      change ((l + 1 : ℕ) : ℝ) - ((2 * l : ℕ) : ℝ) / 2 = 1
      push_cast
      ring
    rw [hm, one_mul] at h1
    obtain ⟨z, hz⟩ := Real.sin_eq_zero_iff.1 h1
    exact ⟨z, hz.symm⟩
  · rintro ⟨z, rfl⟩ k
    refine Real.sin_eq_zero_iff.2 ⟨(((k : ℕ) : ℤ) - (l : ℤ)) * z, ?_⟩
    unfold mNum
    push_cast
    ring

/-- The state `k = l + 1` of the half-integer spin `l + 1/2` has `m = 1/2`. -/
theorem mNum_half (l : ℕ) : mNum (2 * l + 1) ⟨l + 1, by omega⟩ = 1 / 2 := by
  change ((l + 1 : ℕ) : ℝ) - ((2 * l + 1 : ℕ) : ℝ) / 2 = 1 / 2
  push_cast
  ring

/-- For half-integer spin `l + 1/2`, the rotation matrix equals its adjoint exactly when the
angle is a multiple of `2π`. -/
theorem eq_adjoint_iff_half_integer (l : ℕ) (t : ℝ) :
    zRotation (2 * l + 1) t = (zRotation (2 * l + 1) t)ᴴ ↔
      ∃ z : ℤ, t = z * (2 * Real.pi) := by
  rw [eq_adjoint_iff_sin]
  constructor
  · intro h
    have h1 := h ⟨l + 1, by omega⟩
    rw [mNum_half] at h1
    obtain ⟨z, hz⟩ := Real.sin_eq_zero_iff.1 h1
    exact ⟨z, by linarith⟩
  · rintro ⟨z, rfl⟩ k
    refine Real.sin_eq_zero_iff.2 ⟨(2 * ((k : ℕ) : ℤ) - 2 * (l : ℤ) - 1) * z, ?_⟩
    unfold mNum
    push_cast
    ring

/-- If `|sin (m t)| = 1` for some magnetic quantum number `m`, the rotation matrix and its
adjoint differ by operator norm 2. -/
theorem norm_eq_two_of_sin (n : ℕ) (t : ℝ) (k : Fin (n + 1))
    (hk : |Real.sin (mNum n k * t)| = 1) :
    ‖zRotation n t - (zRotation n t)ᴴ‖ = 2 := by
  obtain ⟨⟨j, hj⟩, hub⟩ := norm_sub_adjoint_isGreatest n t
  have h1 : 2 * |Real.sin (mNum n k * t)| ≤ ‖zRotation n t - (zRotation n t)ᴴ‖ :=
    hub ⟨k, rfl⟩
  have h2 : 2 * |Real.sin (mNum n j * t)| = ‖zRotation n t - (zRotation n t)ᴴ‖ := hj
  have h3 := Real.abs_sin_le_one (mNum n j * t)
  rw [hk] at h1
  exact le_antisymm (by linarith) (by linarith)

/-- For integer `l ≥ 1`, the matrix of a quarter turn differs from its adjoint by operator
norm 2; for half-integer spin `l + 1/2`, the matrix of a half turn does. -/
theorem turns_exposing_the_mistake (l : ℕ) :
    (1 ≤ l → ‖zRotation (2 * l) (Real.pi / 2) - (zRotation (2 * l) (Real.pi / 2))ᴴ‖ = 2) ∧
      ‖zRotation (2 * l + 1) Real.pi - (zRotation (2 * l + 1) Real.pi)ᴴ‖ = 2 := by
  constructor
  · intro hl
    apply norm_eq_two_of_sin _ _ ⟨l + 1, by omega⟩
    have hm : mNum (2 * l) ⟨l + 1, by omega⟩ = 1 := by
      change ((l + 1 : ℕ) : ℝ) - ((2 * l : ℕ) : ℝ) / 2 = 1
      push_cast
      ring
    rw [hm, one_mul, Real.sin_pi_div_two, abs_one]
  · apply norm_eq_two_of_sin _ _ ⟨l + 1, by omega⟩
    rw [mNum_half, show (1 / 2 : ℝ) * Real.pi = Real.pi / 2 by ring,
      Real.sin_pi_div_two, abs_one]

/-- A unitary change of basis `W` leaves the operator norm of the difference between a
rotation matrix and its adjoint unchanged. -/
theorem norm_sub_adjoint_basis_change (n : ℕ) (t : ℝ)
    (W : Matrix (Fin (n + 1)) (Fin (n + 1)) ℂ) (hW : W ∈ Matrix.unitaryGroup (Fin (n + 1)) ℂ) :
    ‖W * zRotation n t * Wᴴ - (W * zRotation n t * Wᴴ)ᴴ‖ =
      ‖zRotation n t - (zRotation n t)ᴴ‖ := by
  have hW' : Wᴴ ∈ Matrix.unitaryGroup (Fin (n + 1)) ℂ := by
    rw [Matrix.mem_unitaryGroup_iff, ← Matrix.star_eq_conjTranspose, star_star]
    exact Matrix.mem_unitaryGroup_iff'.1 hW
  have h : W * zRotation n t * Wᴴ - (W * zRotation n t * Wᴴ)ᴴ =
      W * (zRotation n t - (zRotation n t)ᴴ) * Wᴴ := by
    rw [conjTranspose_mul, conjTranspose_mul, conjTranspose_conjTranspose]
    noncomm_ring
  rw [h, CStarRing.norm_mul_mem_unitary _ hW', CStarRing.norm_mem_unitary_mul _ hW]

end

end ActivePassiveRotation
```

```lean
#print axioms ActivePassiveRotation.eq_adjoint_iff_integer
-- 'ActivePassiveRotation.eq_adjoint_iff_integer' depends on axioms: [propext, Classical.choice, Quot.sound]
#print axioms ActivePassiveRotation.eq_adjoint_iff_half_integer
-- 'ActivePassiveRotation.eq_adjoint_iff_half_integer' depends on axioms: [propext, Classical.choice, Quot.sound]
#print axioms ActivePassiveRotation.turns_exposing_the_mistake
-- 'ActivePassiveRotation.turns_exposing_the_mistake' depends on axioms: [propext, Classical.choice, Quot.sound]
#print axioms ActivePassiveRotation.norm_sub_adjoint_basis_change
-- 'ActivePassiveRotation.norm_sub_adjoint_basis_change' depends on axioms: [propext, Classical.choice, Quot.sound]
```

## Spins, states and norms in the theorems

The natural number `n` is $2j$, so one definition serves all spins. States are numbered by `k` from 0 to `n`, and `mNum n k` is $m=k-n/2$, in ascending order. Integer spin $l$ appears as `2 * l`, and half-integer spin $l+1/2$ as `2 * l + 1`, with spin 1/2 at `l = 0`. The matrix `zRotation n t` is $D(t)$, with the sign convention $e^{-imt}$, and `ᴴ` is the adjoint. The scope `Matrix.Norms.L2Operator` makes the norm bars around a matrix mean the operator norm defined above.

In `norm_sub_adjoint_isGreatest`, `IsGreatest` says that the norm is one of the numbers $2|\sin(mt)|$ and that none of them is larger. The theorems `eq_adjoint_iff_integer` and `eq_adjoint_iff_half_integer` state the two angle conditions in both directions, and `turns_exposing_the_mistake` gives the two norms equal to 2. The hypothesis `1 ≤ l` excludes only $l=0$, where $D(t)=1$ at every angle and no rotation can reveal the mistake.

The theorem `norm_sub_adjoint_basis_change` holds for every unitary `W`, which includes the change from complex to real spherical harmonics. It also applies to a rotation about another axis once that rotation is written as $WDW^\dagger$; the file takes `W` as given and does not construct it from Euler angles.

The mistake studied is the replacement of $D$ by $D^\dagger$ within one spin. Errors in phase convention or in the ordering of Euler angles are different questions. So is the rotation of operators: for half-integer spin, $D(\pi)^\dagger=-D(\pi)$, and the sign cancels in $D\rho D^\dagger$, so a half turn that separates the matrices still leaves a rotated density matrix $\rho$ unchanged by the mistake. The theorems concern real angles and ideal complex matrices, whereas a program compares rounded numbers within a tolerance.

## How the lemmas produce the angle conditions

`zRotation_adjoint` takes the adjoint entry by entry and uses `Complex.exp_conj` to move the conjugation into the exponent. `zRotation_sub_adjoint` then applies Euler's formula, `Complex.exp_mul_I`, to both exponentials; the parity of sine and cosine leaves $-2i\sin(mt)$.

For the norm, Mathlib's `Matrix.l2_opNorm_diagonal` replaces the operator norm of a diagonal matrix by the maximum norm of its list of entries. `isGreatest_norm` shows that this maximum norm is attained by an entry, which `Finite.exists_max` selects. The auxiliary statement `hk` in `norm_sub_adjoint_isGreatest` computes the modulus of each entry.

`eq_adjoint_iff_sin` reads the diagonal entries of the equation $D-D^\dagger=0$ and removes the nonzero factor $-2i$. Both angle theorems then look at the state `k = l + 1`, which has $m=1$ for integer spin and $m=1/2$ for half-integer spin; `mNum_half` records the second value. For integer spin, `omega` needs `1 ≤ l` to confirm that this state exists. `Real.sin_eq_zero_iff` turns a vanishing sine into an integer multiple of $\pi$. In the converse directions the proof supplies the integers $mz$ and $2mz$, written in terms of `k` and `l`.

`norm_eq_two_of_sin` obtains the lower bound from the state whose sine has modulus 1, and the upper bound from $|\sin|\le1$ at the maximising state, which the code calls `j`. `turns_exposing_the_mistake` applies it to the state `k = l + 1` at the two angles. In the change of basis, `noncomm_ring` verifies the factorisation $W(D-D^\dagger)W^\dagger$, and two `CStarRing` lemmas remove the unitary factors from the norm.
